# Regularizing the Coulomb metric: a first-order error in the plain fitted energy, a second-order error in the robust one

Suppose a nearly singular Coulomb metric is stabilized by adding a small t > 0 to its diagonal, and the fitted energy is then evaluated by the same formula as before. For a positive definite metric and a nonzero Coulomb vector, the self-repulsion comes out lower than the unregularized fitted value, by an amount of first order in t. The same coefficients, put into the robust energy expression, miss that value only in second order. Both orders refer to the limit t → 0 at a fixed metric. The problems below derive both errors exactly and bound them.

## Metric, coefficients and three energies

Let χ_i be a finite set of real auxiliary functions, with Coulomb metric V_ij = (χ_i|χ_j). A density ρ enters through its Coulomb vector b_i = (χ_i|ρ), and a second density ρ' through b'. In Lean the label i runs over a finite type `n`, V is a real matrix, and `b` and `b'` are arbitrary real vectors. The operations `*ᵥ` and `⬝ᵥ` are the matrix-vector product and the scalar product.

The hypothesis `V.PosDef` says that V is symmetric and that x·Vx > 0 for every x ≠ 0. Physically, no combination of auxiliary functions whose coefficients are not all zero has zero Coulomb self-repulsion, so exact linear dependence is excluded, while near dependence is allowed. The parameter t stands for a penalty on large coefficients. Since it multiplies the unit matrix, its effect depends on how the auxiliary functions are normalized.

```lean
import Mathlib

open Matrix

namespace RegularizedCoulombMetric

noncomputable section

variable {n : Type*} [Fintype n] [DecidableEq n] {V : Matrix n n ℝ} {t : ℝ}
```

The unregularized coefficients are

c0 = V⁻¹b.

```lean
/-- Density-fitting coefficients `c0 = V⁻¹ b` in the Coulomb metric `V`, for invertible `V`. -/
def coulombFit (V : Matrix n n ℝ) (b : n → ℝ) : n → ℝ := V⁻¹ *ᵥ b
```

The regularized ones are

c = (V + t1)⁻¹b.

```lean
/-- Coefficients `c = (V + t 1)⁻¹ b` in the regularized metric, for invertible `V + t 1`. -/
def regFit (V : Matrix n n ℝ) (t : ℝ) (b : n → ℝ) : n → ℝ :=
  (V + t • (1 : Matrix n n ℝ))⁻¹ *ᵥ b
```

Primes on c0' and c' mean the same formulas with b' in place of b. Three values of the interaction between the two densities will be compared. The reference is the unregularized fitted value

E0 = b'·c0.

```lean
/-- Unregularized fitted interaction `b' · c0` of two densities, for invertible `V`. -/
def coulombEnergy (V : Matrix n n ℝ) (b' b : n → ℝ) : ℝ := b' ⬝ᵥ coulombFit V b
```

The plain value changes only the coefficients:

Eplain = b'·c.

```lean
/-- Plain fitted interaction `b' · c` with regularized coefficients, for invertible `V + t 1`. -/
def plainEnergy (V : Matrix n n ℝ) (t : ℝ) (b' b : n → ℝ) : ℝ := b' ⬝ᵥ regFit V t b
```

The robust value adds the interaction fitted from the other side and subtracts the interaction of the two fitted densities:

Erob = b'·c + c'·b − c'·Vc.

```lean
/-- Robust fitted interaction `b' · c + c' · b - c' · V c` with regularized coefficients,
for invertible `V + t 1`. -/
def robustEnergy (V : Matrix n n ℝ) (t : ℝ) (b' b : n → ℝ) : ℝ :=
  b' ⬝ᵥ regFit V t b + regFit V t b' ⬝ᵥ b - regFit V t b' ⬝ᵥ (V *ᵥ regFit V t b)
```

For b' = b these are self-repulsions without the factor ½ of the Hartree energy. All errors are measured from E0, which itself still contains the error of the finite auxiliary basis relative to (ρ'|ρ).

## (a) The inverse metric moves across a scalar product

**Task.** For positive definite V and any vectors x and y, show that

x·V⁻¹y = (V⁻¹x)·y.

**Solution.** Transposing VV⁻¹ = 1 and using Vᵀ = V gives (V⁻¹)ᵀV = 1, hence (V⁻¹)ᵀ = V⁻¹. Therefore

x·V⁻¹y = ((V⁻¹)ᵀx)·y = (V⁻¹x)·y.

In Lean, `hV.inv` states that V⁻¹ is again positive definite. Its symmetry is read off entry by entry, and the rewriting then moves the matrix to the other side.

```lean
/-- The inverse of a positive definite metric can be moved from one side of a scalar product
to the other. -/
theorem inv_symm (hV : V.PosDef) (x y : n → ℝ) :
    x ⬝ᵥ (V⁻¹ *ᵥ y) = (V⁻¹ *ᵥ x) ⬝ᵥ y := by
  have h : (V⁻¹)ᵀ = V⁻¹ := by
    ext i j
    simpa using hV.inv.isHermitian.apply i j
  rw [Matrix.dotProduct_mulVec, ← Matrix.mulVec_transpose, h]
```

## (b) The normal equation of the regularized fit

**Task.** For positive definite V and t > 0, show that the regularized coefficients satisfy

Vc + tc = b.

**Solution.** For x ≠ 0,

x·(V + t1)x = x·Vx + t x·x > 0,

so V + t1 is positive definite and therefore invertible. Multiplying c = (V + t1)⁻¹b by V + t1 gives (V + t1)c = b, which is the target once the bracket is expanded.

The step `hp` is the positive definiteness of the sum. The resulting positive determinant licenses the cancellation of the matrix against its inverse.

```lean
/-- For positive definite `V` and `t > 0` the regularized coefficients solve the
normal equation `V c + t c = b`. -/
theorem regFit_normal_eq (hV : V.PosDef) (ht : 0 < t) (b : n → ℝ) :
    V *ᵥ regFit V t b + t • regFit V t b = b := by
  have hp : (V + t • (1 : Matrix n n ℝ)).PosDef := hV.add (Matrix.PosDef.one.smul ht)
  have h : (V + t • (1 : Matrix n n ℝ)) *ᵥ regFit V t b = b := by
    unfold regFit
    rw [Matrix.mulVec_mulVec, Matrix.mul_nonsing_inv _ hp.det_pos.ne'.isUnit,
      Matrix.one_mulVec]
  rw [Matrix.add_mulVec, Matrix.smul_mulVec, Matrix.one_mulVec] at h
  exact h
```

## (c) How the two sets of coefficients differ

**Task.** Under the same hypotheses, express the unregularized coefficients through the regularized ones:

c0 = c + tV⁻¹c.

**Solution.** Apply V⁻¹ to the normal equation:

c0 = V⁻¹b = V⁻¹(Vc + tc) = c + tV⁻¹c.

The `calc` block has the same two stages: first b is replaced by the left side of (b), then V⁻¹ is distributed and V⁻¹V cancelled.

```lean
/-- For positive definite `V` and `t > 0` the two sets of coefficients are related by
`c0 = c + t V⁻¹ c`. -/
theorem coulombFit_eq (hV : V.PosDef) (ht : 0 < t) (b : n → ℝ) :
    coulombFit V b = regFit V t b + t • (V⁻¹ *ᵥ regFit V t b) := by
  calc coulombFit V b = V⁻¹ *ᵥ (V *ᵥ regFit V t b + t • regFit V t b) := by
        rw [regFit_normal_eq hV ht b, coulombFit]
    _ = regFit V t b + t • (V⁻¹ *ᵥ regFit V t b) := by
        rw [Matrix.mulVec_add, Matrix.mulVec_smul, Matrix.mulVec_mulVec,
          Matrix.nonsing_inv_mul _ hV.det_pos.ne'.isUnit, Matrix.one_mulVec]
```

## (d) The error of the plain interaction

**Task.** For two densities, show that

E0 − Eplain = t c0'·c.

**Solution.** By (c), and then by (a),

b'·c0 − b'·c = t b'·V⁻¹c = t (V⁻¹b')·c = t c0'·c.

The intermediate statement `hs` is the use of (a). After (c) has been inserted, `ring` finishes the algebra. For two different densities this error can have either sign.

```lean
/-- For positive definite `V` and `t > 0` the plain interaction of two densities misses the
unregularized one by `t c0' · c`. -/
theorem plain_error (hV : V.PosDef) (ht : 0 < t) (b' b : n → ℝ) :
    coulombEnergy V b' b - plainEnergy V t b' b = t * (coulombFit V b' ⬝ᵥ regFit V t b) := by
  have hs : b' ⬝ᵥ (V⁻¹ *ᵥ regFit V t b) = coulombFit V b' ⬝ᵥ regFit V t b :=
    inv_symm hV b' _
  unfold coulombEnergy plainEnergy
  rw [coulombFit_eq hV ht b, dotProduct_add, dotProduct_smul, hs, smul_eq_mul]
  ring
```

## (e) The error of the robust interaction

**Task.** For two densities, show that

E0 − Erob = t² c'·V⁻¹c.

**Solution.** The normal equation gives the residual b − Vc = tc. Hence

Erob = b'·c + c'·(b − Vc) = b'·c + t c'·c.

Subtract this from E0, using (d), then (c) for the primed density, then (a):

E0 − Erob = t c0'·c − t c'·c
= t (c0' − c')·c
= t² (V⁻¹c')·c
= t² c'·V⁻¹c.

The correction in Erob thus removes the term t c'·c from the plain error. In Lean, `h1` is the plain error with c0' expanded by (c), and `h2` is the normal equation multiplied by c'. Their sum is the target, which is what `linear_combination h1 + h2` verifies.

```lean
/-- For positive definite `V` and `t > 0` the robust interaction of two densities misses the
unregularized one by `t² c' · V⁻¹ c`. -/
theorem robust_error (hV : V.PosDef) (ht : 0 < t) (b' b : n → ℝ) :
    coulombEnergy V b' b - robustEnergy V t b' b
      = t ^ 2 * (regFit V t b' ⬝ᵥ (V⁻¹ *ᵥ regFit V t b)) := by
  have h1 := plain_error hV ht b' b
  -- the residual of the fit, `b - V c = t c`, seen by the other density
  have h2 := congrArg (fun x => regFit V t b' ⬝ᵥ x) (regFit_normal_eq hV ht b)
  simp only [dotProduct_add, dotProduct_smul, smul_eq_mul] at h2
  rw [coulombFit_eq hV ht b', add_dotProduct, smul_dotProduct, smul_eq_mul,
    ← inv_symm hV] at h1
  unfold plainEnergy at h1
  unfold robustEnergy
  linear_combination h1 + h2
```

## (f) The self-repulsion of one density

**Task.** Set b' = b and obtain the pair

b·c = b·c0 − t c0·c,

2b·c − c·Vc = b·c0 − t² c·V⁻¹c.

**Solution.** The first equation is (d) with b' = b, rearranged. In the second, c·b = b·c turns the robust value into 2b·c − c·Vc, and (e) supplies its error.

The Lean statement joins the two equations by `∧`. Its proof specializes the two earlier theorems, applies the commutativity of the scalar product and leaves the rearrangement to `linarith`.

```lean
/-- For positive definite `V` and `t > 0`, the plain energy `b · c` of one density lies
`t c0 · c` below `b · c0`, and the robust value `2 b · c - c · V c` lies `t² c · V⁻¹ c`
below it. -/
theorem regularized_metric_errors (hV : V.PosDef) (ht : 0 < t) (b : n → ℝ) :
    b ⬝ᵥ regFit V t b = b ⬝ᵥ coulombFit V b - t * (coulombFit V b ⬝ᵥ regFit V t b) ∧
    2 * (b ⬝ᵥ regFit V t b) - regFit V t b ⬝ᵥ (V *ᵥ regFit V t b)
      = b ⬝ᵥ coulombFit V b - t ^ 2 * (regFit V t b ⬝ᵥ (V⁻¹ *ᵥ regFit V t b)) := by
  have h1 := plain_error hV ht b b
  have h2 := robust_error hV ht b b
  unfold coulombEnergy plainEnergy at h1
  unfold coulombEnergy robustEnergy at h2
  rw [dotProduct_comm (regFit V t b) b] at h2
  constructor <;> linarith
```

## (g) The ordering of the three self-repulsions

**Task.** For b' = b ≠ 0, show that

Eplain < Erob < E0.

**Solution.** If c were zero, the normal equation would give b = 0, so c ≠ 0. From (e),

Erob − Eplain = t c·c > 0,

E0 − Erob = t² c·V⁻¹c > 0,

where the second inequality uses the positive definiteness of V⁻¹. For b = 0 all three values vanish, and the strict ordering fails.

The steps `hc`, `hcc` and `hcd` establish c ≠ 0, c·c > 0 and c·V⁻¹c > 0. The products `p1` and `p2` are the two gaps above, and `linarith` combines them with the error formulas.

```lean
/-- For positive definite `V`, `t > 0` and `b ≠ 0`, the robust energy lies strictly between
the plain energy and the unregularized one. -/
theorem plain_lt_robust_lt_coulomb (hV : V.PosDef) (ht : 0 < t) {b : n → ℝ} (hb : b ≠ 0) :
    plainEnergy V t b b < robustEnergy V t b b ∧
    robustEnergy V t b b < coulombEnergy V b b := by
  have hc : regFit V t b ≠ 0 := by
    intro h
    have h' := regFit_normal_eq hV ht b
    rw [h, Matrix.mulVec_zero, smul_zero, add_zero] at h'
    exact hb h'.symm
  have hcc : 0 < regFit V t b ⬝ᵥ regFit V t b :=
    lt_of_le_of_ne (Finset.sum_nonneg fun i _ => mul_self_nonneg (regFit V t b i))
      (fun h => hc (dotProduct_self_eq_zero.mp h.symm))
  have hcd : 0 < regFit V t b ⬝ᵥ (V⁻¹ *ᵥ regFit V t b) := by
    simpa using hV.inv.dotProduct_mulVec_pos hc
  have h1 := plain_error hV ht b b
  have h2 := robust_error hV ht b b
  rw [coulombFit_eq hV ht b, add_dotProduct, smul_dotProduct, smul_eq_mul,
    ← inv_symm hV] at h1
  -- the robust energy exceeds the plain one by `t c · c`
  have p1 := mul_pos ht hcc
  have p2 := mul_pos (pow_pos ht 2) hcd
  constructor <;> linarith
```

## (h) Bounds with coefficients independent of t

The errors in (f) contain c, which itself depends on t. To read off the orders for fixed V and b, the bounds should contain c0 in place of c.

**Task.** For b' = b, show that

t c0·c0 − t² c0·V⁻¹c0 ≤ E0 − Eplain ≤ t c0·c0,

t² c0·V⁻¹c0 − 2t³ |V⁻¹c0|² ≤ E0 − Erob ≤ t² c0·V⁻¹c0.

**Solution.** Write u = V⁻¹c and w = V⁻¹u. By (c), c0 = c + tu and V⁻¹c0 = u + tw. By (a), c·w = u·u. Then

E0 − Eplain = t c·c + t² c·u,

E0 − Erob = t² c·u,

t c0·c0 = t c·c + 2t² c·u + t³ u·u,

t² c0·V⁻¹c0 = t² c·u + 2t³ u·u + t⁴ u·w,

2t³ |V⁻¹c0|² = 2t³ u·u + 4t⁴ u·w + 2t⁵ w·w.

In each of the four inequalities, the right side minus the left side is now a sum of nonnegative terms:

plain, lower bound: t³ u·u + t⁴ u·w

plain, upper bound: t² c·u + t³ u·u

robust, lower bound: 3t⁴ u·w + 2t⁵ w·w

robust, upper bound: 2t³ u·u + t⁴ u·w

Here c·u = c·V⁻¹c and u·w = u·V⁻¹u are nonnegative because V⁻¹ is positive definite, and u·u and w·w are squared lengths.

For b ≠ 0 the leading coefficients c0·c0 and c0·V⁻¹c0 are positive, so the errors are of exactly first and second order as t → 0.

In the code, `generalize` replaces the regularized coefficients by a free vector c, since nothing else about them is needed. The equalities `e1`, `e2` and `e3` identify equal scalar products, `p1` to `p4` are the nonnegative quantities t² c·u, t³ u·u, t⁴ u·w and t⁵ w·w, and `nlinarith` assembles the four inequalities from them.

```lean
/-- For positive definite `V` and `t > 0`, the plain error is `t c0 · c0` up to a deficit of at
most `t² c0 · V⁻¹ c0`, and the robust error is `t² c0 · V⁻¹ c0` up to a deficit of at most
`2 t³ |V⁻¹ c0|²`. -/
theorem error_orders (hV : V.PosDef) (ht : 0 < t) (b : n → ℝ) :
    (t * (coulombFit V b ⬝ᵥ coulombFit V b)
        - t ^ 2 * (coulombFit V b ⬝ᵥ (V⁻¹ *ᵥ coulombFit V b))
        ≤ coulombEnergy V b b - plainEnergy V t b b ∧
      coulombEnergy V b b - plainEnergy V t b b
        ≤ t * (coulombFit V b ⬝ᵥ coulombFit V b)) ∧
    (t ^ 2 * (coulombFit V b ⬝ᵥ (V⁻¹ *ᵥ coulombFit V b))
        - 2 * t ^ 3 * ((V⁻¹ *ᵥ coulombFit V b) ⬝ᵥ (V⁻¹ *ᵥ coulombFit V b))
        ≤ coulombEnergy V b b - robustEnergy V t b b ∧
      coulombEnergy V b b - robustEnergy V t b b
        ≤ t ^ 2 * (coulombFit V b ⬝ᵥ (V⁻¹ *ᵥ coulombFit V b))) := by
  rw [plain_error hV ht b b, robust_error hV ht b b, coulombFit_eq hV ht b]
  generalize regFit V t b = c
  have hq (x : n → ℝ) : 0 ≤ x ⬝ᵥ (V⁻¹ *ᵥ x) := by
    simpa using hV.inv.posSemidef.dotProduct_mulVec_nonneg x
  have hn (x : n → ℝ) : 0 ≤ x ⬝ᵥ x := Finset.sum_nonneg fun i _ => mul_self_nonneg (x i)
  have e1 := inv_symm hV c (V⁻¹ *ᵥ c)
  have e2 := dotProduct_comm (V⁻¹ *ᵥ c) c
  have e3 := dotProduct_comm (V⁻¹ *ᵥ (V⁻¹ *ᵥ c)) (V⁻¹ *ᵥ c)
  -- the nonnegative remainders left by the expansion in `c`, `V⁻¹ c` and `V⁻² c`
  have p1 := mul_nonneg (pow_nonneg ht.le 2) (hq c)
  have p2 := mul_nonneg (pow_nonneg ht.le 3) (hn (V⁻¹ *ᵥ c))
  have p3 := mul_nonneg (pow_nonneg ht.le 4) (hq (V⁻¹ *ᵥ c))
  have p4 := mul_nonneg (pow_nonneg ht.le 5) (hn (V⁻¹ *ᵥ (V⁻¹ *ᵥ c)))
  simp only [Matrix.mulVec_add, Matrix.mulVec_smul, dotProduct_add, add_dotProduct,
    smul_dotProduct, dotProduct_smul, smul_eq_mul, e1, e2, e3]
  refine ⟨⟨?_, ?_⟩, ?_, ?_⟩ <;> nlinarith [p1, p2, p3, p4]

end

end RegularizedCoulombMetric
```

```lean
#print axioms RegularizedCoulombMetric.regularized_metric_errors
#print axioms RegularizedCoulombMetric.plain_lt_robust_lt_coulomb
#print axioms RegularizedCoulombMetric.error_orders
```

```
'RegularizedCoulombMetric.regularized_metric_errors' depends on axioms: [propext, Classical.choice, Quot.sound]
'RegularizedCoulombMetric.plain_lt_robust_lt_coulomb' depends on axioms: [propext, Classical.choice, Quot.sound]
'RegularizedCoulombMetric.error_orders' depends on axioms: [propext, Classical.choice, Quot.sound]
```

## One auxiliary function

With a single auxiliary function, V is a number v > 0 and b is a number. For b' = b the formulas reduce to

E0 = b²/v,

E0 − Eplain = E0 · t/(v + t),

E0 − Erob = E0 · (t/(v + t))².

The robust expression squares the relative error. For t much smaller than v this is a large gain. For t much larger than v both relative errors approach 1, and the robust form recovers little. With several auxiliary functions, the same formulas hold for each normalized eigenvector of V, with v its eigenvalue and b the component of the Coulomb vector along it, and the contributions add. In a nearly singular metric t may be much larger than the smallest eigenvalues, and along those directions the robust form helps little.

In density-fitted electronic-structure calculations, the result indicates how much of the energy change caused by a diagonal regularization is removed by the robust energy expression, for a fixed finite auxiliary basis and fixed densities. The response of a self-consistent density to the changed fit is a separate effect.
